# For minus the second difference on $\mathbb{Z}$ plus a finitely supported potential, a real energy admits Weyl vectors escaping to the right exactly when it lies in $[0,4]$

## The lattice Hamiltonian and Weyl vectors

A state is a function $\psi:\mathbb{Z}\to\mathbb{C}$ with squared norm $\|\psi\|^2=\sum_n|\psi(n)|^2$, and
$$(H\psi)(n)=2\psi(n)-\psi(n+1)-\psi(n-1)+V(n)\psi(n).$$
The kinetic term is minus the second difference, with lattice spacing and hopping energy set to one. The on-site potential $V$ may be complex. It has finite support, which idealises a short-range impurity and excludes a Coulomb tail. For real $E$ and $\varepsilon>0$, an $\varepsilon$-Weyl vector is a finitely supported $\psi$ with $\|\psi\|=1$ and $\|(H-E)\psi\|<\varepsilon$.

The claim is that $E\in[0,4]$ if and only if, for every $\varepsilon>0$ and every site $R$, some $\varepsilon$-Weyl vector vanishes at all $n<R$.

## Truncated plane waves inside the band

For real $k$, the identity $e^{ik(n+1)}+e^{ik(n-1)}=2\cos k\,e^{ikn}$ shows that $e^{ikn}$ solves the free equation at energy $E=2-2\cos k$. Fix a site $a$ and an integer $N\ge2$, put $m(n)=N^{-1/2}e^{ikn}$, and let $\psi=m$ on $a\le n<a+N$ and $\psi=0$ elsewhere. Then $\|\psi\|^2=N\cdot N^{-1}=1$.

Suppose $V(n)=0$ for $n\ge a$, so that $V\psi=0$, and write $r=(H-E)\psi$. Inside the box $(2-E)m(n)=m(n+1)+m(n-1)$, hence $r(n)=m(n+1)+m(n-1)-\psi(n+1)-\psi(n-1)$. Outside, $r(n)=-\psi(n+1)-\psi(n-1)$. All values vanish except
$$r(a-1)=-m(a),\quad r(a)=m(a-1),\quad r(a+N-1)=m(a+N),\quad r(a+N)=-m(a+N-1).$$
These four sites are distinct because $N\ge2$, so $\|r\|^2=4/N$.

For $E\in[0,4]$ we have $|1-E/2|\le1$, and $k=\arccos(1-E/2)$ gives $E=2-2\cos k$. Let $b$ be an upper bound of the support of $V$. The choices $a=\max(R,b+1)$ and $N>4/\varepsilon^2+2$ give $N\ge2$ and $4/N<\varepsilon^2$.

## The gap outside the band

Let $V\psi=0$, $r=(H-E)\psi$ and $\delta=|2-E|-2\ge0$. Then $(2-E)\psi(n)=r(n)+\psi(n+1)+\psi(n-1)$. With $x=|\psi(n)|$, $y=|\psi(n+1)|$, $w=|\psi(n-1)|$ and $u=|r(n)|$, the triangle inequality gives $(\delta+2)x\le u+y+w$. Expanding shows
$$u^2-\delta(\delta+2)x^2+\delta y^2+\delta w^2=(u-\delta x)^2+2\delta x\,[u+y+w-(\delta+2)x]+\delta(x-y)^2+\delta(x-w)^2,$$
and every term on the right is nonnegative. A shift preserves the norm, so summing over $n$ yields $\|r\|^2\ge[\delta(\delta+2)-2\delta]\|\psi\|^2=\delta^2\|\psi\|^2$. If $E\notin[0,4]$ then $\delta>0$, and a $\delta$-Weyl vector vanishing for $n<b+1$ would have $V\psi=0$ and $\delta^2\le\|r\|^2<\delta^2$, which is impossible.

For real $V$ it is a standard fact, not formalised here, that the free band $[0,4]$ is the scattering continuum of one particle on a chain with a finite-range impurity, whatever the impurity's strength. The HVZ theorem finds the essential spectrum of a many-body operator from its cluster thresholds; the present one-body model shares the idea of escaping states, and its theorems speak of Weyl vectors without defining a spectrum.

## States, residual and norms in Lean

```lean
import Mathlib

open Complex

namespace LatticeWeyl

noncomputable section

/-- The lattice Hamiltonian on `ℤ`: discrete kinetic energy plus the on-site potential `V`. -/
def ham (V ψ : ℤ → ℂ) (n : ℤ) : ℂ := 2 * ψ n - ψ (n + 1) - ψ (n - 1) + V n * ψ n

/-- The residual `(H - E) ψ` at a real energy `E`. -/
def resid (V : ℤ → ℂ) (E : ℝ) (ψ : ℤ → ℂ) (n : ℤ) : ℂ := ham V ψ n - E * ψ n
```

`ham V ψ n` is $(H\psi)(n)$ and `resid V E ψ` is $r$. Both act on arbitrary functions `ℤ → ℂ`, and `E : ℝ` restricts the energy to real values.

```lean
/-- `ψ` is square-summable with squared `ℓ²` norm `s`. -/
def HasNormSq (ψ : ℤ → ℂ) (s : ℝ) : Prop := HasSum (fun n => ‖ψ n‖ ^ 2) s

/-- `ψ` is a finitely supported unit vector with `‖(H - E) ψ‖ < ε`. -/
def IsWeylVector (V : ℤ → ℂ) (E ε : ℝ) (ψ : ℤ → ℂ) : Prop :=
  (Function.support ψ).Finite ∧ HasNormSq ψ 1 ∧ ∃ ρ, HasNormSq (resid V E ψ) ρ ∧ √ρ < ε
```

`HasNormSq ψ s` says that the series $\sum_n|\psi(n)|^2$ converges to `s`, so a non-summable state has no norm at all. In `IsWeylVector`, `ρ` is $\|r\|^2$ and `√ρ < ε` is the residual condition.

```lean
/-- The plane wave `exp (i k n)`. -/
def planeWave (k : ℝ) (n : ℤ) : ℂ := exp (((k * n : ℝ) : ℂ) * I)

/-- The plane wave with amplitude `1 / √N`. -/
def mode (k : ℝ) (N : ℕ) (n : ℤ) : ℂ := (((√(N : ℝ))⁻¹ : ℝ) : ℂ) * planeWave k n

/-- The plane wave of amplitude `1 / √N` cut off to the `N` sites `a, …, a + N - 1`. -/
def packet (k : ℝ) (a : ℤ) (N : ℕ) (n : ℤ) : ℂ :=
  if a ≤ n ∧ n < a + N then mode k N n else 0
```

`mode k N` is $m$ on the whole lattice, and `packet k a N` is its truncation $\psi$.

## Dispersion, normalisation and the edge residual

```lean
/-- Dispersion relation: the plane wave solves the free lattice equation with energy
`2 - 2 cos k`. -/
theorem planeWave_dispersion (k : ℝ) (n : ℤ) :
    ham 0 (planeWave k) n = ((2 - 2 * Real.cos k : ℝ) : ℂ) * planeWave k n := by
  have h1 : ((k * ((n + 1 : ℤ) : ℝ) : ℝ) : ℂ) * I = ((k * n : ℝ) : ℂ) * I + (k : ℂ) * I := by
    push_cast; ring
  have h2 : ((k * ((n - 1 : ℤ) : ℝ) : ℝ) : ℂ) * I = ((k * n : ℝ) : ℂ) * I + -(k : ℂ) * I := by
    push_cast; ring
  have h3 : ((2 - 2 * Real.cos k : ℝ) : ℂ) = 2 - (exp ((k : ℂ) * I) + exp (-(k : ℂ) * I)) := by
    rw [← Complex.two_cos]; push_cast; ring
  unfold ham planeWave
  rw [h1, h2, exp_add, exp_add, h3, Pi.zero_apply]
  ring
```

`h1` and `h2` split the exponents at $n\pm1$, and `h3` writes $2\cos k=e^{ik}+e^{-ik}$.

```lean
/-- The rescaled plane wave has density `1 / N` on every site. -/
theorem mode_normSq (k : ℝ) (N : ℕ) (n : ℤ) : ‖mode k N n‖ ^ 2 = (N : ℝ)⁻¹ := by
  unfold mode planeWave
  rw [norm_mul, Complex.norm_exp_ofReal_mul_I, mul_one, Complex.norm_real, Real.norm_eq_abs,
    sq_abs, inv_pow, Real.sq_sqrt (Nat.cast_nonneg N)]

/-- The cut-off plane wave on `N ≥ 1` sites is a unit vector. -/
theorem packet_normalised (k : ℝ) (a : ℤ) (N : ℕ) (hN : N ≠ 0) :
    HasNormSq (packet k a N) 1 := by
  have h : HasSum (fun n => ‖packet k a N n‖ ^ 2)
      (∑ n ∈ Finset.Ico a (a + N), ‖packet k a N n‖ ^ 2) := by
    apply hasSum_sum_of_ne_finset_zero
    intro n hn
    rw [Finset.mem_Ico] at hn
    simp [packet, hn]
  have hs : ∑ n ∈ Finset.Ico a (a + N), ‖packet k a N n‖ ^ 2 = 1 := by
    have hc : ∀ n ∈ Finset.Ico a (a + N), ‖packet k a N n‖ ^ 2 = (N : ℝ)⁻¹ := by
      intro n hn
      rw [Finset.mem_Ico] at hn
      rw [packet, if_pos hn, mode_normSq]
    rw [Finset.sum_congr rfl hc]
    simp [hN]
  rw [hs] at h
  exact h
```

The series reduces to a finite sum over `Finset.Ico a (a + N)`, whose $N$ terms each equal $1/N$ by `mode_normSq`. The hypothesis `hN` excludes the empty box.

```lean
/-- If the potential vanishes from site `a` on, the packet on `N ≥ 2` sites starting at `a` has
`‖(H - E) ψ‖² = 4 / N` at the energy `E = 2 - 2 cos k`. -/
theorem packet_residual (V : ℤ → ℂ) (k : ℝ) (a : ℤ) (N : ℕ) (hN : 2 ≤ N)
    (hV : ∀ n, a ≤ n → V n = 0) :
    HasNormSq (resid V (2 - 2 * Real.cos k) (packet k a N)) (4 / N) := by
  -- inside the box the dispersion relation trades the diagonal term for the two neighbours
  have hr : ∀ n, resid V (2 - 2 * Real.cos k) (packet k a N) n =
      (if a ≤ n ∧ n < a + N then mode k N (n + 1) + mode k N (n - 1) else 0)
        - packet k a N (n + 1) - packet k a N (n - 1) := by
    intro n
    unfold resid ham
    by_cases h : a ≤ n ∧ n < a + N
    · have hp : packet k a N n = mode k N n := if_pos h
      have hd := planeWave_dispersion k n
      unfold ham at hd
      rw [Pi.zero_apply] at hd
      rw [if_pos h, hp, hV n h.1]
      unfold mode
      linear_combination (((√(N : ℝ))⁻¹ : ℝ) : ℂ) * hd
    · have hp : packet k a N n = 0 := if_neg h
      rw [if_neg h, hp]
      ring
  -- only the four sites at the two edges survive
  have hpt : (fun n => ‖resid V (2 - 2 * Real.cos k) (packet k a N) n‖ ^ 2) = fun n =>
      (if n = a - 1 then (N : ℝ)⁻¹ else 0) + (if n = a then (N : ℝ)⁻¹ else 0)
        + (if n = a + N - 1 then (N : ℝ)⁻¹ else 0) + (if n = a + N then (N : ℝ)⁻¹ else 0) := by
    funext n
    rw [hr]
    unfold packet
    split_ifs <;> first | (exfalso; omega) | simp [mode_normSq]
  have h4 : (4 : ℝ) / N = (N : ℝ)⁻¹ + (N : ℝ)⁻¹ + (N : ℝ)⁻¹ + (N : ℝ)⁻¹ := by ring
  unfold HasNormSq
  rw [hpt, h4]
  exact (((hasSum_ite_eq _ _).add (hasSum_ite_eq _ _)).add (hasSum_ite_eq _ _)).add
    (hasSum_ite_eq _ _)
```

`hr` is the two-case formula for $r(n)$; inside the box `linear_combination` multiplies the dispersion relation by $N^{-1/2}$. In `hpt`, `split_ifs` runs through the positions of $n$ relative to the edges, `omega` discards the inconsistent cases, and `mode_normSq` evaluates the surviving terms. Four single-site sums then add up to $4/N$.

## Weyl vectors beyond any site

```lean
/-- For a finitely supported potential, every `E ∈ [0, 4]` and `ε > 0` admit a finitely supported
unit vector with `‖(H - E) ψ‖ < ε`, which can be chosen to vanish left of any given site `R`. -/
theorem exists_weylVector (V : ℤ → ℂ) (hV : (Function.support V).Finite) (E : ℝ)
    (hE : E ∈ Set.Icc (0 : ℝ) 4) (ε : ℝ) (hε : 0 < ε) (R : ℤ) :
    ∃ ψ, IsWeylVector V E ε ψ ∧ ∀ n < R, ψ n = 0 := by
  obtain ⟨b, hb⟩ := hV.bddAbove
  obtain ⟨N, hN⟩ := exists_nat_gt (4 / ε ^ 2 + 2)
  have hpos : 0 < 4 / ε ^ 2 := by positivity
  have hN2 : 2 ≤ N := by exact_mod_cast (by linarith : (2 : ℝ) ≤ N)
  -- the wave number on the energy shell
  have hk : E = 2 - 2 * Real.cos (Real.arccos (1 - E / 2)) := by
    rw [Real.cos_arccos (by linarith [hE.2]) (by linarith [hE.1])]; ring
  generalize Real.arccos (1 - E / 2) = k at hk
  -- start the packet beyond `R` and beyond the potential
  obtain ⟨a, haR, hab⟩ : ∃ a : ℤ, R ≤ a ∧ b < a := ⟨max R (b + 1), by omega, by omega⟩
  have hVa : ∀ n, a ≤ n → V n = 0 := by
    intro n hn
    by_contra h
    have : n ≤ b := hb h
    omega
  refine ⟨packet k a N, ⟨?_, packet_normalised k a N (by omega), 4 / N, ?_, ?_⟩, ?_⟩
  · refine (Set.finite_Ico a (a + N)).subset fun n hn => ?_
    by_contra h
    exact hn (if_neg h)
  · rw [hk]; exact packet_residual V k a N hN2 hVa
  · have h1 : 4 / ε ^ 2 < N := by linarith
    rw [div_lt_iff₀ (by positivity)] at h1
    rw [Real.sqrt_lt' hε, div_lt_iff₀ (by linarith)]
    linarith
  · intro n hn
    exact if_neg (by omega)
```

In words: for finitely supported `V`, `E` in $[0,4]$, positive `ε` and any `R`, there is an $\varepsilon$-Weyl vector that vanishes left of `R`. The proof makes the choices of $b$, $N$, $k$ and $a$ given above, and `hVa` records that $V$ vanishes from $a$ on. The four bullets prove finite support, the value $4/N$, the bound $\sqrt{4/N}<\varepsilon$ and the vanishing for $n<R$.

## The gap bound and the characterisation of the band

```lean
/-- If `|2 - E| ≥ 2` and `ψ` does not feel the potential, then
`(|2 - E| - 2)² ‖ψ‖² ≤ ‖(H - E) ψ‖²`. -/
theorem gap_bound (V ψ : ℤ → ℂ) (E s ρ : ℝ) (hE : 2 ≤ |2 - E|) (hV : ∀ n, V n * ψ n = 0)
    (hs : HasNormSq ψ s) (hρ : HasNormSq (resid V E ψ) ρ) : (|2 - E| - 2) ^ 2 * s ≤ ρ := by
  obtain ⟨δ, hδ⟩ : ∃ δ, δ = |2 - E| - 2 := ⟨_, rfl⟩
  have hδ0 : 0 ≤ δ := by linarith
  -- the norm is shift invariant
  have h1 : HasSum (fun n => ‖ψ (n + 1)‖ ^ 2) s :=
    ((Equiv.addRight (1 : ℤ)).hasSum_iff (f := fun n => ‖ψ n‖ ^ 2)).mpr hs
  have h2 : HasSum (fun n => ‖ψ (n - 1)‖ ^ 2) s :=
    ((Equiv.subRight (1 : ℤ)).hasSum_iff (f := fun n => ‖ψ n‖ ^ 2)).mpr hs
  have key : ∀ x y w r : ℝ, 0 ≤ x → (δ + 2) * x ≤ r + y + w →
      δ * (δ + 2) * x ^ 2 - δ * y ^ 2 - δ * w ^ 2 ≤ r ^ 2 := by
    intro x y w r hx h
    nlinarith [sq_nonneg (r - δ * x), mul_nonneg (mul_nonneg hδ0 hx) (sub_nonneg.2 h),
      mul_nonneg hδ0 (sq_nonneg (x - y)), mul_nonneg hδ0 (sq_nonneg (x - w))]
  have hle := hasSum_le (fun n => key _ _ _ _ (norm_nonneg (ψ n)) (by
      have he : ((2 - E : ℝ) : ℂ) * ψ n = resid V E ψ n + ψ (n + 1) + ψ (n - 1) := by
        unfold resid ham
        rw [hV n]; push_cast; ring
      calc (δ + 2) * ‖ψ n‖ = ‖((2 - E : ℝ) : ℂ) * ψ n‖ := by
            rw [norm_mul, Complex.norm_real, Real.norm_eq_abs, hδ]; ring
        _ ≤ ‖resid V E ψ n‖ + ‖ψ (n + 1)‖ + ‖ψ (n - 1)‖ := by
            rw [he]; exact norm_add₃_le))
    (((HasSum.mul_left (δ * (δ + 2)) hs).sub (h1.mul_left δ)).sub (h2.mul_left δ)) hρ
  rw [← hδ]
  linarith
```

Here `s` is $\|\psi\|^2$, and neither $\psi$ nor $V$ needs finite support; `hV` asks only that $V\psi=0$. `h1` and `h2` are shift invariance. `key` is the pointwise inequality, with Lean's real `r` for $u$, and the hints passed to `nlinarith` are the four nonnegative terms of the expansion. `hasSum_le` performs the sum over $n$.

```lean
/-- For a finitely supported potential, a real energy lies in `[0, 4]` exactly when it has
`ε`-Weyl vectors for every `ε > 0` supported arbitrarily far to the right. -/
theorem mem_band_iff (V : ℤ → ℂ) (hV : (Function.support V).Finite) (E : ℝ) :
    E ∈ Set.Icc (0 : ℝ) 4 ↔
      ∀ ε > 0, ∀ R : ℤ, ∃ ψ, IsWeylVector V E ε ψ ∧ ∀ n < R, ψ n = 0 := by
  refine ⟨fun hE ε hε R => exists_weylVector V hV E hE ε hε R, fun h => ?_⟩
  by_contra hE
  have hgap : 2 < |2 - E| := by
    by_contra hc
    have := abs_le.1 (not_lt.1 hc)
    exact hE ⟨by linarith [this.2], by linarith [this.1]⟩
  obtain ⟨b, hb⟩ := hV.bddAbove
  have hδ : 0 < |2 - E| - 2 := by linarith
  obtain ⟨ψ, ⟨-, hψ, ρ, hρ, hlt⟩, hR⟩ := h _ hδ (b + 1)
  -- far out the state does not feel the potential, so the free gap bound applies
  have hVψ : ∀ n, V n * ψ n = 0 := by
    intro n
    by_cases hn : V n = 0
    · rw [hn, zero_mul]
    · have : n ≤ b := hb hn
      rw [hR n (by omega), mul_zero]
  have := gap_bound V ψ E 1 ρ hgap.le hVψ hψ hρ
  rw [Real.sqrt_lt' hδ] at hlt
  linarith

end

end LatticeWeyl
```

The forward direction is `exists_weylVector`. The converse takes $\varepsilon=\delta$ and $R=b+1$, obtains $V\psi=0$ as `hVψ`, and contradicts `gap_bound` with `s` equal to one. Only escape to the right is treated, and the equivalence says nothing about Weyl vectors that overlap the potential. As an unformalised aside, truncating a bound state with energy outside $[0,4]$ would produce such vectors, and the quantifier over `R` is what excludes them.

```lean
#print axioms LatticeWeyl.mem_band_iff
-- 'LatticeWeyl.mem_band_iff' depends on axioms: [propext, Classical.choice, Quot.sound]
```
